# The area test misses an error common to both logarithmic activity coefficients of a regular solution

The Gibbs-Duhem equation contains derivatives, so before it can be imposed on data with an arbitrary error, one must decide what it says where a derivative does not exist. Here the existence of the derivatives is part of the equation: a pair of activity coefficients satisfies it at a composition only if both logarithms are differentiable there and the weighted slopes add up to zero. The choice matters in Lean, where the function `deriv` returns zero at a point without a derivative. With a definition built on `deriv`, an error that jumps from one constant to another would pass as consistent at every composition. A second part of the choice concerns the pure components. Derivatives are taken within the interval $[0,1]$, so at its ends they are one-sided, and nothing depends on how the functions continue beyond the physical range.

## A shared error leaves the area at zero and appears in the residual

Consider a binary solution at constant temperature and pressure, and let $x$ be the mole fraction of component 2. Let $\gamma_1$ and $\gamma_2$ be the activity coefficients, let $W$ be a real number, and let $h$ be a real function of composition. Set

$$\ln\gamma_1 = W x^2 + h(x), \qquad \ln\gamma_2 = W(1-x)^2 + h(x).$$

The terms with $W$ are those of a regular solution, in which $W$ measures the interaction between the components. On a lattice with nearest-neighbour bonds and random mixing, it is the energy of an unlike bond less the mean energy of the two like bonds, multiplied by the number of neighbours of a site and divided by the thermal energy $k_BT$. The function $h$ is an error that enters both logarithms equally. The area test accepts a pair of activity coefficients if the area under $\ln(\gamma_1/\gamma_2)$ from $x=0$ to $x=1$ is zero, as the Gibbs-Duhem equation requires when each pure component is its own reference state. The claim has two parts. For the pair above, this area is zero for every $W$ and every $h$. The Gibbs-Duhem equation, however, holds on $[0,1]$ if and only if $h$ is constant there.

The area is quickly found, because $h$ cancels in the ratio:

$$\ln\frac{\gamma_1}{\gamma_2} = W\left[x^2-(1-x)^2\right] = W(2x-1), \qquad \int_0^1 W(2x-1)\,dx = W\left[x^2-x\right]_0^1 = 0.$$

For the second part, write $a$ and $b$ for the logarithmic activity coefficients of any pair that obeys the Gibbs-Duhem equation, so that

$$(1-x)\,a'(x) + x\,b'(x) = 0.$$

The left-hand side is called the residual. The regular solution without error is such a pair, since its slopes are $2Wx$ and $-2W(1-x)$, and

$$(1-x)\,2Wx - x\,2W(1-x) = 0.$$

Now add $h$ to both functions. If $h$ is differentiable at $x$, the new residual is

$$(1-x)(a'+h') + x(b'+h') = \left[(1-x)a' + x b'\right] + h' = h'.$$

The differentiability of $h$ need not be assumed. Suppose that $a+h$ and $b+h$ have slopes $A$ and $B$ at $x$, and that their residual is $r$. Then $h=(a+h)-a$ has slope $A-a'$, and $h=(b+h)-b$ has slope $B-b'$. A function has only one slope at a point, so the two values agree. Call the common value $s$. The residual is then

$$r = (1-x)(a'+s) + x(b'+s) = s.$$

The residual of the contaminated pair is therefore exactly the slope of the error.

If the residual is at most $\varepsilon$ in magnitude throughout $[0,1]$, the mean value theorem gives, for any two compositions $x$ and $y$,

$$|h(y)-h(x)| \le \varepsilon\,|y-x|.$$

When the Gibbs-Duhem equation holds, $\varepsilon=0$ is allowed and $h$ is constant. Conversely, a constant $h$ has zero slope and leaves the residual at zero.

A constant error is thus invisible to both tests. It is found at the pure component: at $x=0$ the model gives $\ln\gamma_1=h(0)$, which should be zero when pure component 1 is the reference state. Together with this condition, the Gibbs-Duhem equation forces $h=0$ on all of $[0,1]$.

For activity coefficients of a binary alloy simulated with an interatomic potential, this means that a vanishing area does not rule out a composition-dependent error shared by both components, even when the underlying alloy follows the one-parameter regular-solution model.

## The residual as a relation between functions and a number

```lean
import Mathlib

open Set

namespace CommonErrorConsistency

noncomputable section
```

The first definition carries the choice described at the start.

```lean
/-- The logarithmic activity coefficients `a` and `b` of components 1 and 2 are differentiable
within `[0,1]` at the fraction `x` of component 2, and their Gibbs-Duhem residual
`(1 - x) a' + x b'` equals `r`. -/
def HasResidual (a b : ℝ → ℝ) (x r : ℝ) : Prop :=
  ∃ a' b' : ℝ, HasDerivWithinAt a a' (Icc 0 1) x ∧ HasDerivWithinAt b b' (Icc 0 1) x ∧
    (1 - x) * a' + x * b' = r
```

`HasResidual a b x r` is a statement about two functions, a composition and a number. It says that there are slopes `a'` and `b'`, taken within `Icc 0 1`, which is the closed interval $[0,1]$, and that their weighted sum is `r`. Both slopes must be finite, also at the ends. At $x=0$ the slope of $\ln\gamma_2$ has weight zero but must still exist, so a model in which this slope diverges at infinite dilution does not meet the definition.

```lean
/-- The Gibbs-Duhem equation at constant temperature and pressure: the residual exists and
vanishes at every composition in `[0,1]`. -/
def GibbsDuhem (a b : ℝ → ℝ) : Prop :=
  ∀ x ∈ Icc (0 : ℝ) 1, HasResidual a b x 0
```

`GibbsDuhem` requires a zero residual at every composition, with both pure components included. Temperature and pressure do not appear as variables, since the equation is the one for constant temperature and pressure.

```lean
/-- `ln γ₁` of a regular solution with interaction parameter `W`, shifted by an error `h`;
`x` is the fraction of component 2. -/
def lnGamma1 (W : ℝ) (h : ℝ → ℝ) (x : ℝ) : ℝ := W * x ^ 2 + h x

/-- `ln γ₂` of a regular solution with interaction parameter `W`, shifted by an error `h`;
`x` is the fraction of component 2. -/
def lnGamma2 (W : ℝ) (h : ℝ → ℝ) (x : ℝ) : ℝ := W * (1 - x) ^ 2 + h x
```

These two functions are the model. `W` may be any real number, of either sign, and `h` may be any function from the reals to the reals, with no continuity assumed. A continuously differentiable error is a special case. The definitions give the logarithms directly, and the activity coefficients themselves are recovered as exponentials, which makes them positive.

## The slope of the error and the variation it permits

```lean
/-- If a pair of logarithmic activity coefficients has zero residual at a composition in `[0,1]`,
then after adding a common error `h` to both, the residual there exists and equals `r` if and only
if `h` has slope `r` there within `[0,1]`. -/
theorem residual_eq_slope {a b h : ℝ → ℝ} {x r : ℝ} (hx : x ∈ Icc (0 : ℝ) 1)
    (hab : HasResidual a b x 0) :
    HasResidual (fun t => a t + h t) (fun t => b t + h t) x r ↔
      HasDerivWithinAt h r (Icc 0 1) x := by
  obtain ⟨a', b', ha, hb, h0⟩ := hab
  constructor
  · rintro ⟨A, B, hA, hB, hr⟩
    -- the error inherits a derivative from each component, and the two must agree
    have h1 : HasDerivWithinAt h (A - a') (Icc 0 1) x :=
      (hA.sub ha).congr (fun t _ => by simp) (by simp)
    have h2 : HasDerivWithinAt h (B - b') (Icc 0 1) x :=
      (hB.sub hb).congr (fun t _ => by simp) (by simp)
    have hu : UniqueDiffWithinAt ℝ (Icc (0 : ℝ) 1) x := uniqueDiffOn_Icc zero_lt_one x hx
    have he : A - a' = B - b' := (h1.derivWithin hu).symm.trans (h2.derivWithin hu)
    have hs : A - a' = r := by linear_combination hr - h0 + x * he
    rw [← hs]
    exact h1
  · intro hh
    exact ⟨a' + r, b' + r, ha.fun_add hh, hb.fun_add hh, by linear_combination h0⟩
```

The hypothesis `hab` says that the original pair has zero residual at the single composition `x`. The conclusion is an equivalence: the contaminated pair has residual `r` there if and only if `h` has slope `r` there.

The forward direction follows the argument with two slopes. `h1` obtains the slope `A - a'` of the error from component 1, and `h2` obtains `B - b'` from component 2. The fact `hu` states that a derivative within $[0,1]$ is unique at the given point `x`, and `he` uses it to equate the two slopes. The step `hs` is the algebra that identifies this slope with the residual. In the reverse direction, `r` is added to each of the original slopes, and the weights $1-x$ and $x$ add up to one.

```lean
/-- If a common error `h` is added to a consistent pair and the resulting residual is at most `ε`
in magnitude throughout `[0,1]`, then `h` varies by at most `ε |y - x|` between compositions
`x` and `y`. -/
theorem error_variation_le {a b h r : ℝ → ℝ} {ε : ℝ} (hab : GibbsDuhem a b)
    (hr : ∀ x ∈ Icc (0 : ℝ) 1,
      HasResidual (fun t => a t + h t) (fun t => b t + h t) x (r x))
    (hε : ∀ x ∈ Icc (0 : ℝ) 1, |r x| ≤ ε)
    {x y : ℝ} (hx : x ∈ Icc (0 : ℝ) 1) (hy : y ∈ Icc (0 : ℝ) 1) :
    |h y - h x| ≤ ε * |y - x| := by
  -- the residual is the slope of the error, so the mean value inequality applies
  have hd : ∀ t ∈ Icc (0 : ℝ) 1, HasDerivWithinAt h (r t) (Icc 0 1) t :=
    fun t ht => (residual_eq_slope ht (hab t ht)).mp (hr t ht)
  exact Convex.norm_image_sub_le_of_norm_hasDerivWithin_le hd hε (convex_Icc 0 1) hx hy
```

Here `r` is a function, the residual at each composition, and `ε` bounds its magnitude on the whole interval. The preceding theorem turns the residual into the slope of `h`, which is recorded in `hd`. Mathlib's mean value inequality on a convex set then gives the bound. The result is quantitative: a small residual everywhere limits how much a common error can vary, though not how large it can be.

```lean
/-- Adding a common error to a pair that obeys the Gibbs-Duhem equation preserves the equation
if and only if the error is constant on `[0,1]`. -/
theorem gibbsDuhem_add_common_iff {a b h : ℝ → ℝ} (hab : GibbsDuhem a b) :
    GibbsDuhem (fun t => a t + h t) (fun t => b t + h t) ↔
      ∃ c : ℝ, ∀ x ∈ Icc (0 : ℝ) 1, h x = c := by
  constructor
  · intro hg
    refine ⟨h 0, fun x hx => ?_⟩
    have hv : |h x - h 0| ≤ 0 * |x - 0| :=
      error_variation_le (r := fun _ => 0) hab hg (fun _ _ => by simp)
        (left_mem_Icc.mpr zero_le_one) hx
    rw [zero_mul] at hv
    exact sub_eq_zero.mp (abs_nonpos_iff.mp hv)
  · rintro ⟨c, hc⟩ x hx
    exact (residual_eq_slope hx (hab x hx)).mpr
      ((hasDerivWithinAt_const x (Icc (0 : ℝ) 1) c).congr hc (hc x hx))
```

This is the equivalence for an arbitrary consistent pair, whether or not it is a regular solution. In the forward direction the residual function and the bound are both zero, so `error_variation_le` gives $|h(x)-h(0)|\le 0$, and the constant is $h(0)$. In the reverse direction `h` agrees with a constant on $[0,1]$ and inherits its zero slope.

The equivalence needs more from the original pair than differentiability. Take $a(x)=x$ and $b(x)=0$, whose residual is $1-x$, and add the error $h(x)=x^2/2-x$. The sums are $x^2/2$ and $x^2/2-x$, with residual

$$(1-x)\,x + x\,(x-1) = 0.$$

The contaminated pair obeys the Gibbs-Duhem equation although $h$ is not constant, because the error has compensated an inconsistency that was already there.

## Both tests applied to the regular solution

```lean
/-- The regular solution without error obeys the Gibbs-Duhem equation. -/
theorem regular_gibbsDuhem (W : ℝ) :
    GibbsDuhem (fun t => W * t ^ 2) (fun t => W * (1 - t) ^ 2) := by
  intro x _
  have h1 : HasDerivAt (fun t : ℝ => W * t ^ 2) (W * (2 * x)) x :=
    ((hasDerivAt_pow 2 x).const_mul W).congr_deriv (by norm_num)
  have h2 : HasDerivAt (fun t : ℝ => W * (1 - t) ^ 2) (W * (2 * (1 - x) * (-1))) x :=
    ((((hasDerivAt_id' x).const_sub 1).fun_pow 2).const_mul W).congr_deriv (by norm_num)
  exact ⟨_, _, h1.hasDerivWithinAt, h2.hasDerivWithinAt, by ring⟩
```

The proof supplies the two slopes, `W * (2 * x)` and `W * (2 * (1 - x) * (-1))`. The factor $-1$ comes from the chain rule, and `ring` confirms that the weighted sum vanishes.

```lean
/-- The area under `ln (γ₁/γ₂)` over the whole composition range is zero for a regular solution
with any common error `h`. -/
theorem area_eq_zero (W : ℝ) (h : ℝ → ℝ) :
    ∫ x in (0 : ℝ)..1,
      Real.log (Real.exp (lnGamma1 W h x) / Real.exp (lnGamma2 W h x)) = 0 := by
  -- the common error cancels in the ratio
  have key : ∀ x : ℝ, Real.log (Real.exp (lnGamma1 W h x) / Real.exp (lnGamma2 W h x)) =
      W * (2 * x - 1) := by
    intro x
    rw [← Real.exp_sub, Real.log_exp]
    unfold lnGamma1 lnGamma2
    ring
  have hF : ∀ x ∈ uIcc (0 : ℝ) 1,
      HasDerivAt (fun t : ℝ => W * (t ^ 2 - t)) (W * (2 * x - 1)) x := fun x _ =>
    (((hasDerivAt_pow 2 x).fun_sub (hasDerivAt_id' x)).const_mul W).congr_deriv (by norm_num)
  simp only [key]
  rw [intervalIntegral.integral_eq_sub_of_hasDerivAt hF
    (Continuous.intervalIntegrable (by fun_prop) _ _)]
  norm_num
```

The integrand is written as the logarithm of a ratio of exponentials, which is $\ln(\gamma_1/\gamma_2)$ in terms of the activity coefficients themselves. The statement `key` reduces it to $W(2x-1)$ at every point. The error has gone before any integral is taken, and for this reason `h` need not be integrable. The statement `hF` provides the antiderivative $W(x^2-x)$, and the fundamental theorem of calculus evaluates it at the two ends.

```lean
/-- A regular solution with a common error `h` in both logarithmic activity coefficients always
passes the area test, but it obeys the Gibbs-Duhem equation on `[0,1]` if and only if `h` is
constant there. -/
theorem area_test_misses_common_error (W : ℝ) (h : ℝ → ℝ) :
    (∫ x in (0 : ℝ)..1,
      Real.log (Real.exp (lnGamma1 W h x) / Real.exp (lnGamma2 W h x)) = 0) ∧
    (GibbsDuhem (lnGamma1 W h) (lnGamma2 W h) ↔
      ∃ c : ℝ, ∀ x ∈ Icc (0 : ℝ) 1, h x = c) :=
  ⟨area_eq_zero W h, gibbsDuhem_add_common_iff (h := h) (regular_gibbsDuhem W)⟩
```

The main theorem joins the two parts for the same `W` and `h`. The first part has no condition on the error. The second applies the general equivalence to the regular solution, whose consistency was proved in `regular_gibbsDuhem`. Any common error that varies with composition on $[0,1]$ therefore passes the area test and violates the Gibbs-Duhem equation. The theorem concerns errors that are equal in the two logarithms; it does not treat different errors in $\ln\gamma_1$ and $\ln\gamma_2$, nor data known only at a finite number of compositions.

```lean
/-- For a regular solution with a common error `h` in both logarithmic activity coefficients, the
Gibbs-Duhem equation together with the pure-component condition `ln γ₁ = 0` at `x = 0` holds if and
only if the common error vanishes on all of `[0,1]`. -/
theorem gibbsDuhem_and_pure_limit_iff (W : ℝ) (h : ℝ → ℝ) :
    (GibbsDuhem (lnGamma1 W h) (lnGamma2 W h) ∧ lnGamma1 W h 0 = 0) ↔
      ∀ x ∈ Icc (0 : ℝ) 1, h x = 0 := by
  have h00 : lnGamma1 W h 0 = h 0 := by simp [lnGamma1]
  have hmem : (0 : ℝ) ∈ Icc (0 : ℝ) 1 := left_mem_Icc.mpr zero_le_one
  rw [(area_test_misses_common_error W h).2, h00]
  constructor
  · rintro ⟨⟨c, hc⟩, h0⟩ x hx
    rw [hc x hx, ← hc 0 hmem, h0]
  · intro hz
    exact ⟨⟨0, hz⟩, hz 0 hmem⟩

end

end CommonErrorConsistency
```

The last theorem adds the condition `lnGamma1 W h 0 = 0`, which expresses the choice of pure component 1 as reference state. The step `h00` shows that this value is `h 0`. If the Gibbs-Duhem equation also holds, the error is a constant equal to its value at $x=0$, and so it is zero throughout. In the other direction, an error that vanishes on $[0,1]$ is constant there and meets the condition at the end point. No separate condition on $\ln\gamma_2$ at $x=1$ is needed, since the same constant appears in both logarithms.

```lean
#print axioms CommonErrorConsistency.area_test_misses_common_error
#print axioms CommonErrorConsistency.gibbsDuhem_and_pure_limit_iff
```

```
'CommonErrorConsistency.area_test_misses_common_error' depends on axioms: [propext, Classical.choice, Quot.sound]
'CommonErrorConsistency.gibbsDuhem_and_pure_limit_iff' depends on axioms: [propext, Classical.choice, Quot.sound]
```
